# A lower bound on a determinant's energy from its virtual population, for a fixed Fock matrix without occupied-virtual coupling

The theorem `determinant_bound` concerns non-interacting electrons in finitely many real orthonormal spin orbitals, with a fixed Fock matrix F that has no occupied-virtual block. If F_vv − εv·1 and εo·1 − F_oo are positive semidefinite, then any real determinant with as many electrons as there are occupied orbitals has an energy tr(FP) that exceeds tr F_oo, the energy of the reference determinant, by at least (εv − εo) tr P_vv. Here P is the determinant's density matrix, a real orthogonal projector, and tr P_vv is the expected number of electrons in the virtual space, which need not be an integer. The proof bounds the energy of the particles in the virtual space and of the holes in the occupied space separately, the holes being described by the projector 1 − P, and joins the two bounds by the conservation of electron number.

The failing Lean file:

```lean
import Mathlib

open Matrix

namespace DeterminantBound

noncomputable section

variable {occ vir : Type*} [Fintype occ] [DecidableEq occ] [Fintype vir] [DecidableEq vir]

/-- The Fock matrix without occupied-virtual coupling, `diag(F_oo, F_vv)`. -/
def fock (Foo : Matrix occ occ ℝ) (Fvv : Matrix vir vir ℝ) :
    Matrix (occ ⊕ vir) (occ ⊕ vir) ℝ :=
  fromBlocks Foo 0 0 Fvv

/-- The density matrix of a real determinant: an orthogonal projector whose trace is the number
of occupied orbitals. -/
structure IsDeterminant (P : Matrix (occ ⊕ vir) (occ ⊕ vir) ℝ) : Prop where
  symm : Pᵀ = P
  idem : P * P = P
  trace_eq : trace P = Fintype.card occ

/-- The trace of a positive semidefinite matrix times a Gram matrix `B Bᵀ` is nonnegative. -/
theorem trace_mul_gram_nonneg {m n : Type*} [Fintype m] [Fintype n]
    {A : Matrix m m ℝ} (hA : A.PosSemidef) (B : Matrix m n ℝ) :
    0 ≤ trace (A * (B * Bᵀ)) := by
  have h : trace (A * (B * Bᵀ)) = ∑ j, (fun i => B i j) ⬝ᵥ A *ᵥ (fun i => B i j) := by
    rw [← Matrix.mul_assoc, trace_mul_comm]
    simp only [trace, diag_apply, mul_apply, transpose_apply, dotProduct, mulVec]
  rw [h]
  refine Finset.sum_nonneg fun j _ => ?_
  simpa using hA.dotProduct_mulVec_nonneg (fun i => B i j)

/-- A block of an orthogonal projector `Q`, with rows and columns selected by the same map, is
the Gram matrix of the selected rows of `Q`. -/
theorem projector_block_gram {m n : Type*} [Fintype n] {Q : Matrix n n ℝ}
    (hs : Qᵀ = Q) (hi : Q * Q = Q) (f : m → n) :
    Q.submatrix f f = Q.submatrix f id * (Q.submatrix f id)ᵀ := by
  ext i j
  have h := congrFun (congrFun hi (f i)) (f j)
  rw [mul_apply] at h
  simp only [submatrix_apply, mul_apply, transpose_apply, id]
  rw [← h]
  refine Finset.sum_congr rfl fun k _ => ?_
  have e : Q k (f j) = Q (f j) k := congrFun (congrFun hs (f j)) k
  rw [e]

omit [DecidableEq occ] [DecidableEq vir] in
/-- The energy `tr(FP)` is the sum of an occupied and a virtual contribution. -/
theorem energy_split (Foo : Matrix occ occ ℝ) (Fvv : Matrix vir vir ℝ)
    (P : Matrix (occ ⊕ vir) (occ ⊕ vir) ℝ) :
    trace (fock Foo Fvv * P) = trace (Foo * P.toBlocks₁₁) + trace (Fvv * P.toBlocks₂₂) := by
  simp [fock, trace, mul_apply, Fintype.sum_sum_type, toBlocks₁₁, toBlocks₂₂]

/-- If `F_vv ≥ εv` and `F_oo ≤ εo` as quadratic forms, the energy of any determinant exceeds
`tr F_oo` by at least `εv - εo` times its virtual population. -/
theorem determinant_bound {Foo : Matrix occ occ ℝ} {Fvv : Matrix vir vir ℝ} {εo εv : ℝ}
    (hv : (Fvv - εv • 1).PosSemidef) (ho : (εo • 1 - Foo).PosSemidef)
    {P : Matrix (occ ⊕ vir) (occ ⊕ vir) ℝ} (hP : IsDeterminant P) :
    (εv - εo) * trace P.toBlocks₂₂ ≤ trace (fock Foo Fvv * P) - trace Foo := by
  -- particles in the virtual space
  have h1 : 0 ≤ trace ((Fvv - εv • 1) * P.toBlocks₂₂) := by
    change 0 ≤ trace ((Fvv - εv • 1) * P.submatrix Sum.inr Sum.inr)
    rw [projector_block_gram hP.symm hP.idem]
    exact trace_mul_gram_nonneg hv _
  -- holes in the occupied space, described by the projector `1 - P`
  have h2 : 0 ≤ trace ((εo • 1 - Foo) * (1 - P.toBlocks₁₁)) := by
    have e : 1 - P.toBlocks₁₁ = (1 - P).submatrix Sum.inl Sum.inl := by
      ext i j
      simp [toBlocks₁₁, one_apply]
    have hs : (1 - P)ᵀ = 1 - P := by rw [transpose_sub, transpose_one, hP.symm]
    have hi : (1 - P) * (1 - P) = 1 - P := by
      rw [sub_mul, mul_sub, one_mul, mul_one, one_mul, hP.idem, sub_self, sub_zero]
    rw [e, projector_block_gram hs hi]
    exact trace_mul_gram_nonneg ho _
  have hN : trace P.toBlocks₁₁ + trace P.toBlocks₂₂ = Fintype.card occ := by
    rw [← hP.trace_eq]
    simp [trace, Fintype.sum_sum_type, toBlocks₁₁, toBlocks₂₂]
  simp only [sub_mul, mul_sub, Matrix.smul_mul, one_mul, mul_one, trace_sub, trace_smul,
    trace_one, smul_eq_mul] at h1 h2
  rw [← hN] at h2
  rw [energy_split]
  linarith

end

end DeterminantBound
```

The compiler's answer:

```
Main.lean:73:37: error: Tactic `rewrite` failed: Did not find an occurrence of the pattern
  ?a * 1
in the target expression
  1 - 1 * P - P * (1 - P) = 1 - P

occ : Type u_1
vir : Type u_2
inst✝³ : Fintype occ
inst✝² : DecidableEq occ
inst✝¹ : Fintype vir
inst✝ : DecidableEq vir
Foo : Matrix occ occ ℝ
Fvv : Matrix vir vir ℝ
εo εv : ℝ
hv : (Fvv - εv • 1).PosSemidef
ho : (εo • 1 - Foo).PosSemidef
P : Matrix (occ ⊕ vir) (occ ⊕ vir) ℝ
hP : IsDeterminant P
h1 : 0 ≤ ((Fvv - εv • 1) * P.toBlocks₂₂).trace
e : 1 - P.toBlocks₁₁ = (1 - P).submatrix Sum.inl Sum.inl
hs : (1 - P)ᵀ = 1 - P
⊢ 1 - 1 * P - P * (1 - P) = 1 - P
```

Cause. The error lies in the step `hi`, which shows that 1 − P is idempotent. Lean reports that `mul_one` found no product of the form `?a * 1` to rewrite.

A `rw` step fixes the variables of its lemma at the first match and rewrites only the instances of that one pattern. After `sub_mul` the left side is `1 * (1 - P) - P * (1 - P)`. The single `mul_sub` expanded the first product, to `1 * 1 - 1 * P`, and left the second as it was. Then `one_mul` matched `1 * 1` and turned it into `1`, which removed the only product with `1` on the right. The next one, `P * 1`, would appear only once `P * (1 - P)` was expanded, so `mul_one` had nothing to act on.

The repair gives the same lemmas to `simp only`, which applies them wherever they fit and as often as needed. Both products are expanded, `hP.idem` turns `P * P` into `P`, and the left side reduces to `1 - P`.

Fix (accepted with no message):

```diff
@@ -71,5 +71,5 @@
     have hs : (1 - P)ᵀ = 1 - P := by rw [transpose_sub, transpose_one, hP.symm]
     have hi : (1 - P) * (1 - P) = 1 - P := by
-      rw [sub_mul, mul_sub, one_mul, mul_one, one_mul, hP.idem, sub_self, sub_zero]
+      simp only [sub_mul, mul_sub, one_mul, mul_one, hP.idem, sub_self, sub_zero]
     rw [e, projector_block_gram hs hi]
     exact trace_mul_gram_nonneg ho _
```
